# Closed-form evolution under the difference of projectors onto two non-parallel unit vectors

To propagate a state under \(H=uu^*-vv^*\), one can apply \(H\) twice and combine the results with a sine and a cosine, with no numerical matrix exponential. For unit vectors \(u,v\in\mathbb C^n\) with \(d=\sqrt{1-|\langle u,v\rangle|^2}>0\), and for every real \(t\),

\[
e^{-itH}=1-i\,\frac{\sin(td)}{d}\,H+\frac{\cos(td)-1}{d^2}\,H^2 .
\]

This gives an exact reference for testing a time-propagation routine, within a finite-dimensional model whose Hamiltonian is constant and has this special form.

## States, Hamiltonian and propagator

```lean
import Mathlib

open Matrix Complex

namespace ProjectorDifferenceEvolution

noncomputable section

variable {n : Type*} [Fintype n] [DecidableEq n]
```

The type `n` is any finite set of basis labels, and a state is a function `n → ℂ`, its list of components.

```lean
/-- The Hamiltonian `uu* - vv*` built from two vectors `u` and `v`. -/
def hamiltonian (u v : n → ℂ) : Matrix n n ℂ :=
  vecMulVec u (star u) - vecMulVec v (star v)
```

`vecMulVec u (star u)` is the matrix with entries \(u_i\overline{u_j}\), which is the projector \(uu^*\) when \(u\) has unit length. The definition itself accepts any vectors; normalisation enters later as a hypothesis. The two projectors have weights \(+1\) and \(-1\), which fixes the unit of energy.

```lean
/-- The frequency `d = √(1 - |⟨u,v⟩|²)`. -/
def frequency (u v : n → ℂ) : ℝ := Real.sqrt (1 - ‖star u ⬝ᵥ v‖ ^ 2)
```

The product `⬝ᵥ` does not conjugate, so `star u ⬝ᵥ v` is \(\langle u,v\rangle=\sum_i\overline{u_i}v_i\), conjugate-linear in the first slot. For unit vectors, \(d>0\) says that \(u\) and \(v\) are different physical states and not the same state up to a phase. In the excluded case \(d=0\) the projectors coincide, \(H=0\), and nothing evolves. For unit vectors with \(d>0\), the nonzero eigenvalues of \(H\) are \(\pm d\). So \(d\) is the angular frequency in the coefficients of the propagator, while probabilities for a state in the span of \(u\) and \(v\) oscillate, when they vary at all, at the level spacing \(2d\).

```lean
/-- The propagator `exp(-i t H)` of the Hamiltonian `H = uu* - vv*`. -/
def propagator (u v : n → ℂ) (t : ℝ) : Matrix n n ℂ :=
  NormedSpace.exp (-((t : ℂ) • (I • hamiltonian u v)))
```

This is the true matrix exponential \(e^{-itH}\), with \(\hbar=1\). The closed form is a theorem about it, not its definition.

## Exponentials of matrices with \(A^3=d^2A\)

```lean
/-- If `A³ = d² A` with `d ≠ 0`, then `exp(-i z A)` is a quadratic polynomial in `A` with
trigonometric coefficients, for every complex time `z`. -/
theorem exp_of_cube (A : Matrix n n ℂ) (d : ℂ) (hd : d ≠ 0) (hA : A ^ 3 = d ^ 2 • A) (z : ℂ) :
    NormedSpace.exp (-(z • (I • A))) =
      1 - (I * (Complex.sin (z * d) / d)) • A + ((Complex.cos (z * d) - 1) / d ^ 2) • A ^ 2 := by
  have hA' : A * A ^ 2 = d ^ 2 • A := by rw [← hA, ← pow_succ']
  -- the closed form solves the Schrödinger equation
  have key : ∀ w : ℂ, (I • A) * (1 - (I * (Complex.sin (w * d) / d)) • A
      + ((Complex.cos (w * d) - 1) / d ^ 2) • A ^ 2)
      + (-((I * Complex.cos (w * d)) • A) + (-Complex.sin (w * d) / d) • A ^ 2) = 0 := by
    intro w
    generalize Complex.sin (w * d) = S
    generalize Complex.cos (w * d) = C
    have h1 : I + I * ((C - 1) / d ^ 2) * d ^ 2 - I * C = 0 := by
      field_simp
      ring
    have h2 : -(I * (I * (S / d))) + -S / d = 0 := by
      linear_combination (-(S / d)) * Complex.I_sq
    calc _ = (I + I * ((C - 1) / d ^ 2) * d ^ 2 - I * C) • A
          + (-(I * (I * (S / d))) + -S / d) • A ^ 2 := by
          rw [mul_add, mul_sub, mul_one, smul_mul_assoc, smul_mul_assoc, mul_smul_comm,
            mul_smul_comm, hA', ← pow_two]
          module
      _ = 0 := by rw [h1, h2, zero_smul, zero_smul, add_zero]
  let _ : NormedRing (Matrix n n ℂ) := Matrix.linftyOpNormedRing
  let _ : NormedAlgebra ℂ (Matrix n n ℂ) := Matrix.linftyOpNormedAlgebra
  let G : ℂ → Matrix n n ℂ := fun w => 1 - (I * (Complex.sin (w * d) / d)) • A
      + ((Complex.cos (w * d) - 1) / d ^ 2) • A ^ 2
  have hG : ∀ w, HasDerivAt G
      (-((I * Complex.cos (w * d)) • A) + (-Complex.sin (w * d) / d) • A ^ 2) w := by
    intro w
    have hl : HasDerivAt (fun y : ℂ => y * d) d w := hasDerivAt_mul_const d
    have h1 : HasDerivAt (fun y : ℂ => I * (Complex.sin (y * d) / d))
        (I * Complex.cos (w * d)) w :=
      ((hl.csin.div_const d).const_mul I).congr_deriv (by field_simp)
    have h2 : HasDerivAt (fun y : ℂ => (Complex.cos (y * d) - 1) / d ^ 2)
        (-Complex.sin (w * d) / d) w :=
      ((hl.ccos.sub_const 1).div_const (d ^ 2)).congr_deriv (by field_simp)
    exact ((h1.smul_const A).const_sub 1).add (h2.smul_const (A ^ 2))
  -- hence undoing the evolution gives a constant
  have hF : ∀ w, HasDerivAt (fun y : ℂ => NormedSpace.exp (y • (I • A)) * G y) 0 w := by
    intro w
    refine ((hasDerivAt_exp_smul_const (I • A) w).mul (hG w)).congr_deriv ?_
    rw [mul_assoc, ← mul_add]
    exact (congrArg _ (key w)).trans (mul_zero _)
  have hconst := is_const_of_deriv_eq_zero (fun w => (hF w).differentiableAt)
    (fun w => (hF w).deriv) z 0
  have hone : NormedSpace.exp (z • (I • A)) * G z = 1 := by
    refine hconst.trans ?_
    simp [G]
  rw [Matrix.exp_neg]
  exact Matrix.inv_eq_right_inv hone
```

The statement concerns any square complex matrix \(A\) with \(A^3=d^2A\), where \(d\neq0\) and the time \(z\) may both be complex. Call the proposed answer

\[
G(z)=1-i\,\frac{\sin(zd)}{d}A+\frac{\cos(zd)-1}{d^2}A^2 .
\]

Its derivative is

\[
G'(z)=-i\cos(zd)\,A-\frac{\sin(zd)}{d}A^2 .
\]

Multiplying \(G\) by \(iA\) and replacing \(A^3\) by \(d^2A\) gives

\[
iA\,G(z)=iA+\frac{\sin(zd)}{d}A^2+i(\cos(zd)-1)A
=i\cos(zd)\,A+\frac{\sin(zd)}{d}A^2 .
\]

Hence \(iAG+G'=0\), which is the Schrödinger equation for \(G\). It follows that

\[
\frac{d}{dz}\left(e^{izA}G(z)\right)=e^{izA}\left(iAG(z)+G'(z)\right)=0 .
\]

The product is therefore constant, and at \(z=0\) it equals 1. So \(G(z)\) is the inverse of \(e^{izA}\), namely \(e^{-izA}\).

In the proof, `key` is the identity \(iAG+G'=0\), `hG` computes the derivative of \(G\), and `hF` shows that the product has zero derivative. `hone` evaluates the constant, and the last two lines identify the inverse.

```lean
/-- The 3×3 matrix with coupling 2 between the first two levels and all other entries zero satisfies
the cubic relation `A³ = d² A` with `d = 2`. -/
theorem exp_of_cube_witness :
    (!![0, 2, 0; 2, 0, 0; 0, 0, 0] : Matrix (Fin 3) (Fin 3) ℂ) ^ 3 =
      (2 : ℂ) ^ 2 • !![0, 2, 0; 2, 0, 0; 0, 0, 0] := by
  ext i j
  fin_cases i <;> fin_cases j <;>
    norm_num [pow_succ, Matrix.mul_apply, Fin.sum_univ_succ]
```

This concrete matrix has eigenvalues \(2,-2,0\) and satisfies the cubic relation with \(d=2\). Because of the uncoupled level, its square is not a multiple of the identity, so the cubic relation also covers matrices for which \(A^2=d^2\,1\) fails. The proof compares all nine entries.

## How \(H\) acts on the two states

```lean
omit [DecidableEq n] in
/-- The Hamiltonian sends a state `x` to `⟨u,x⟩ u - ⟨v,x⟩ v`. -/
theorem hamiltonian_apply (u v x : n → ℂ) :
    hamiltonian u v *ᵥ x = (star u ⬝ᵥ x) • u - (star v ⬝ᵥ x) • v := by
  have h : ∀ w : n → ℂ, vecMulVec w (star w) *ᵥ x = (star w ⬝ᵥ x) • w := by
    intro w
    ext i
    simp only [mulVec, dotProduct, vecMulVec_apply, Pi.smul_apply, smul_eq_mul, Finset.sum_mul]
    exact Finset.sum_congr rfl fun j _ => by ring
  rw [hamiltonian, sub_mulVec, h, h]
```

The symbol `*ᵥ` is matrix times vector. The statement reads

\[
Hx=\langle u,x\rangle u-\langle v,x\rangle v ,
\]

which follows from \((ww^*)x=\langle w,x\rangle w\), the auxiliary fact `h`.

```lean
omit [DecidableEq n] in
/-- If the frequency `d` is positive, its square is `1 - ⟨u,v⟩⟨v,u⟩`. -/
theorem frequency_sq (u v : n → ℂ) (hd : 0 < frequency u v) :
    (frequency u v : ℂ) ^ 2 = 1 - (star u ⬝ᵥ v) * (star v ⬝ᵥ u) := by
  have h : star v ⬝ᵥ u = star (star u ⬝ᵥ v) := Matrix.star_dotProduct _ _
  have h2 : (star u ⬝ᵥ v) * star (star u ⬝ᵥ v) = ((‖star u ⬝ᵥ v‖ ^ 2 : ℝ) : ℂ) := by
    rw [← Complex.normSq_eq_norm_sq]
    exact Complex.mul_conj _
  have h3 : frequency u v ^ 2 = 1 - ‖star u ⬝ᵥ v‖ ^ 2 :=
    Real.sq_sqrt (Real.sqrt_pos.mp hd).le
  rw [h, h2, ← Complex.ofReal_pow, h3, Complex.ofReal_sub, Complex.ofReal_one]
```

Since \(\langle v,u\rangle=\overline{\langle u,v\rangle}\), the product of the two overlaps is \(|\langle u,v\rangle|^2\), and \(d^2=1-\langle u,v\rangle\langle v,u\rangle\). The hypothesis \(d>0\) ensures that the number under the root is positive, so squaring removes the root.

```lean
omit [DecidableEq n] in
/-- For unit vectors with `d > 0`, applying the Hamiltonian twice multiplies both `u` and `v` by
`d²`. -/
theorem hamiltonian_twice (u v : n → ℂ) (hu : star u ⬝ᵥ u = 1) (hv : star v ⬝ᵥ v = 1)
    (hd : 0 < frequency u v) :
    hamiltonian u v *ᵥ (hamiltonian u v *ᵥ u) = (frequency u v : ℂ) ^ 2 • u ∧
    hamiltonian u v *ᵥ (hamiltonian u v *ᵥ v) = (frequency u v : ℂ) ^ 2 • v := by
  have h1 : hamiltonian u v *ᵥ u = u - (star v ⬝ᵥ u) • v := by
    rw [hamiltonian_apply, hu, one_smul]
  have h2 : hamiltonian u v *ᵥ v = (star u ⬝ᵥ v) • u - v := by
    rw [hamiltonian_apply, hv, one_smul]
  rw [frequency_sq u v hd]
  constructor
  · rw [h1, mulVec_sub, mulVec_smul, h1, h2]
    module
  · rw [h2, mulVec_sub, mulVec_smul, h1, h2]
    module
```

The hypotheses `hu` and `hv` say that \(u\) and \(v\) are normalised. Write \(s=\langle v,u\rangle\). Then

\[
Hu=u-sv,\qquad Hv=\bar s\,u-v .
\]

Applying \(H\) again,

\[
\begin{aligned}
H^2u&=Hu-s\,Hv=(u-sv)-s(\bar s u-v)=(1-|s|^2)u=d^2u,\\
H^2v&=\bar s\,Hu-Hv=\bar s(u-sv)-(\bar s u-v)=(1-|s|^2)v=d^2v .
\end{aligned}
\]

In Lean, `h1` and `h2` are the first-step formulas, and `module` collects the coefficients of \(u\) and \(v\).

## The propagator

```lean
/-- For unit vectors with `d > 0`, the propagator is
`1 - i (sin(td)/d) H + ((cos(td) - 1)/d²) H²` at every real time `t`. -/
theorem propagator_eq (u v : n → ℂ) (hu : star u ⬝ᵥ u = 1) (hv : star v ⬝ᵥ v = 1)
    (hd : 0 < frequency u v) (t : ℝ) :
    propagator u v t =
      1 - (I * ((Real.sin (t * frequency u v) / frequency u v : ℝ) : ℂ)) • hamiltonian u v
        + (((Real.cos (t * frequency u v) - 1) / frequency u v ^ 2 : ℝ) : ℂ)
          • hamiltonian u v ^ 2 := by
  obtain ⟨h1, h2⟩ := hamiltonian_twice u v hu hv hd
  have hk : ∀ x w : n → ℂ,
      hamiltonian u v *ᵥ (hamiltonian u v *ᵥ x) = (frequency u v : ℂ) ^ 2 • x →
      hamiltonian u v * (hamiltonian u v * vecMulVec x w)
        = (frequency u v : ℂ) ^ 2 • vecMulVec x w := by
    intro x w h
    rw [mul_vecMulVec, mul_vecMulVec, h]
    ext i j
    simp [vecMulVec_apply, mul_assoc]
  -- the cubic relation, from the action on the two states
  have hcube : hamiltonian u v ^ 3 = (frequency u v : ℂ) ^ 2 • hamiltonian u v := by
    calc hamiltonian u v ^ 3 = hamiltonian u v * (hamiltonian u v *
          (vecMulVec u (star u) - vecMulVec v (star v))) := by
          rw [pow_succ', pow_two]; rfl
      _ = (frequency u v : ℂ) ^ 2 • hamiltonian u v := by
          rw [mul_sub, mul_sub, hk _ _ h1, hk _ _ h2, ← smul_sub]; rfl
  rw [propagator, exp_of_cube _ _ (Complex.ofReal_ne_zero.mpr hd.ne') hcube]
  push_cast
  rfl
```

This is the formula from the opening, for all real \(t\). What remains is the cubic relation, and it follows from the action on the two states:

\[
H^3=H^2(uu^*-vv^*)=(H^2u)u^*-(H^2v)v^*=d^2(uu^*-vv^*)=d^2H .
\]

The step `hk` carries \(H^2x=d^2x\) over to the matrix with entries \(x_iw_j\), and is used for \(uu^*\) and \(vv^*\), and `hcube` is the displayed line. The general theorem then applies with \(A=H\) and \(z=t\). The final `push_cast` reconciles real coefficients with their complex counterparts.

## Evolution starting from \(u\)

```lean
/-- For unit vectors with `d > 0`, the state that starts as `u` is `cos(td) u - i (sin(td)/d) (u -
⟨v,u⟩ v)` at time `t`. -/
theorem evolved_state (u v : n → ℂ) (hu : star u ⬝ᵥ u = 1) (hv : star v ⬝ᵥ v = 1)
    (hd : 0 < frequency u v) (t : ℝ) :
    propagator u v t *ᵥ u = (Real.cos (t * frequency u v) : ℂ) • u
      - (I * ((Real.sin (t * frequency u v) / frequency u v : ℝ) : ℂ))
        • (u - (star v ⬝ᵥ u) • v) := by
  have hb : (((Real.cos (t * frequency u v) - 1) / frequency u v ^ 2 : ℝ) : ℂ)
      * (frequency u v : ℂ) ^ 2 = (Real.cos (t * frequency u v) : ℂ) - 1 := by
    rw [← Complex.ofReal_pow, ← Complex.ofReal_mul, div_mul_cancel₀ _ (pow_ne_zero 2 hd.ne'),
      Complex.ofReal_sub, Complex.ofReal_one]
  rw [propagator_eq u v hu hv hd, add_mulVec, sub_mulVec, one_mulVec, smul_mulVec, smul_mulVec,
    pow_two (hamiltonian u v), ← mulVec_mulVec, (hamiltonian_twice u v hu hv hd).1, smul_smul, hb,
    hamiltonian_apply, hu, one_smul]
  module
```

Apply the propagator to \(u\), using \(Hu=u-sv\) and \(H^2u=d^2u\):

\[
\begin{aligned}
e^{-itH}u&=u-i\frac{\sin(td)}{d}(u-sv)+(\cos(td)-1)u\\
&=\cos(td)\,u-i\frac{\sin(td)}{d}(u-sv).
\end{aligned}
\]

The state never leaves the span of \(u\) and \(v\), whatever the size of the full space. The step `hb` cancels the factor \(d^2\).

```lean
/-- For unit vectors with `d > 0`, the survival amplitude of `u` at time `t` is `cos(td) - i d
sin(td)`, and the transition amplitude from `u` to `v` is `cos(td) ⟨v,u⟩`. -/
theorem amplitudes (u v : n → ℂ) (hu : star u ⬝ᵥ u = 1) (hv : star v ⬝ᵥ v = 1)
    (hd : 0 < frequency u v) (t : ℝ) :
    star u ⬝ᵥ (propagator u v t *ᵥ u) = (Real.cos (t * frequency u v) : ℂ)
      - I * (frequency u v : ℂ) * (Real.sin (t * frequency u v) : ℂ) ∧
    star v ⬝ᵥ (propagator u v t *ᵥ u)
      = (Real.cos (t * frequency u v) : ℂ) * (star v ⬝ᵥ u) := by
  have hs : ((Real.sin (t * frequency u v) / frequency u v : ℝ) : ℂ) * (frequency u v : ℂ) ^ 2
      = (frequency u v : ℂ) * (Real.sin (t * frequency u v) : ℂ) := by
    rw [← Complex.ofReal_pow, ← Complex.ofReal_mul, ← Complex.ofReal_mul]
    congr 1
    field_simp
  rw [evolved_state u v hu hv hd]
  simp only [dotProduct_sub, dotProduct_smul, smul_eq_mul, hu, hv]
  constructor
  · rw [frequency_sq u v hd] at hs
    linear_combination (-I) * hs
  · ring
```

The first part is the amplitude for remaining in \(u\). Because \(\langle u,u-sv\rangle=1-|s|^2=d^2\),

\[
\langle u,e^{-itH}u\rangle=\cos(td)-i\,d\sin(td).
\]

The second is the amplitude for finding \(v\). Here \(\langle v,u-sv\rangle=s-s=0\), which leaves

\[
\langle v,e^{-itH}u\rangle=\cos(td)\,\langle v,u\rangle .
\]

Lean takes both inner products of the evolved state; `hs` supplies \((\sin(td)/d)\,d^2=d\sin(td)\) for the first.

```lean
/-- For unit vectors with `d > 0`, the state that started as `u` is orthogonal to `v` at time
`π/(2d)`. -/
theorem orthogonal_at_quarter_period (u v : n → ℂ) (hu : star u ⬝ᵥ u = 1)
    (hv : star v ⬝ᵥ v = 1) (hd : 0 < frequency u v) :
    star v ⬝ᵥ (propagator u v (Real.pi / (2 * frequency u v)) *ᵥ u) = 0 := by
  have h : Real.pi / (2 * frequency u v) * frequency u v = Real.pi / 2 := by
    field_simp
  rw [(amplitudes u v hu hv hd _).2, h, Real.cos_pi_div_two, Complex.ofReal_zero, zero_mul]

end

end ProjectorDifferenceEvolution
```

At \(t=\pi/(2d)\) we have \(td=\pi/2\), the cosine vanishes, and the evolved state is orthogonal to \(v\). If \(u\) and \(v\) are orthogonal from the start, the transition amplitude is zero at all times and this instant is not special. Otherwise the evolution removes an initial overlap exactly. The name of the theorem refers to the period \(2\pi/d\) of the evolved vector. At \(t=\pi/d\) that vector is \(-u\), so the physical state has already returned, and \(\pi/(2d)\) is half of that time.

```lean
#print axioms ProjectorDifferenceEvolution.orthogonal_at_quarter_period
-- 'ProjectorDifferenceEvolution.orthogonal_at_quarter_period' depends on axioms: [propext, Classical.choice, Quot.sound]
```
